# Number cumulants of independently filled orbitals from a polynomial recursion

To find how the particle number fluctuates in a free-fermion state, we describe the state by the probabilities of its occupation patterns: each natural spin orbital $i$, from a finite set, is filled independently with probability $p_i\in[0,1]$. A number-conserving Gaussian density operator has this form in its natural-orbital basis. That step from the operator to the probabilities is assumed here.

Let $N$ be the total particle number. Its $m$-th cumulant is the $m$-th derivative at $t=0$ of $K(t)=\log\langle e^{tN}\rangle$. These are cumulants of a number distribution, not the cumulant parts of reduced density matrices. With
$$P_1(p)=p,\qquad P_{m+1}(p)=p(1-p)P_m'(p)\quad(m\ge1),$$
the claim is that the $m$-th cumulant equals $\sum_i P_m(p_i)$. For one orbital, $K(t)=\log(1-p+pe^t)$ and the cumulant is $P_m(p)$.

## From the generating function to the recursion

A configuration is the set $S$ of filled orbitals. Giving each filled orbital one factor $e^t$,
$$\langle e^{tN}\rangle=\sum_S\prod_{i\in S}p_ie^t\prod_{i\notin S}(1-p_i)=\prod_i D_i(t),\qquad D_i(t)=1-p_i+p_ie^t.$$
Every $D_i$ is positive: if $p_i<1$, then $1-p_i>0$ and $p_ie^t\ge0$; if $p_i=1$, then $D_i=e^t$. Hence $K=\sum_i\log D_i$, and
$$K'(t)=\sum_i q_i(t),\qquad q_i=\frac{p_ie^t}{D_i}.$$
Since $D_i'=p_ie^t$, the quotient rule gives
$$q_i'=\frac{p_ie^tD_i-(p_ie^t)^2}{D_i^2}=q_i(1-q_i).$$

So $K^{(m)}(t)=\sum_iP_m(q_i(t))$ holds for $m=1$. If it holds for $m$, the chain rule gives
$$K^{(m+1)}=\sum_iP_m'(q_i)\,q_i(1-q_i)=\sum_iP_{m+1}(q_i).$$
At $t=0$, $D_i=1$ and $q_i=p_i$, which proves the claim.

For $p=0$ or $p=1$ the factor $p(1-p)$ removes every cumulant from the second on: an orbital that is surely empty or surely filled does not fluctuate.

## Polynomials, weights and generating functions

```lean
import Mathlib

open Polynomial

namespace FermionNumberCumulants

noncomputable section
```

The recursion is stated for real polynomials, with `X` standing for $p$. The extra value $P_0=0$ matches the undifferentiated $K(0)=0$.

```lean
/-- The cumulant polynomials: `P_1 = X` and `P_{m+1} = X (1 - X) P_m'` for `m ≥ 1`,
with `P_0 = 0`. -/
def cumulantPoly : ℕ → ℝ[X]
  | 0 => 0
  | 1 => X
  | n + 2 => X * (1 - X) * derivative (cumulantPoly (n + 1))
```

The next two definitions are $\log D$ and $q$ for one orbital.

```lean
/-- The number cumulant generating function `log (1 - p + p exp t)` of one orbital with
occupation `p`, for `0 ≤ p ≤ 1`. -/
def orbitalGen (p t : ℝ) : ℝ := Real.log (1 - p + p * Real.exp t)

/-- The occupation of an orbital after reweighting by `exp (t n)`, where `n` is its particle number
(0 or 1) and `p` its original occupation, for `0 ≤ p ≤ 1`. -/
def tiltedOccupation (p t : ℝ) : ℝ := p * Real.exp t / (1 - p + p * Real.exp t)
```

The index type `ι` labels the orbitals, a `Finset ι` is a configuration $S$, and `Sᶜ` is the set of empty orbitals. Independence enters through the product in this weight.

```lean
/-- The probability that exactly the orbitals in `S` are filled, when the orbitals are
filled independently with occupations `p i`. -/
def configWeight {ι : Type*} [Fintype ι] [DecidableEq ι] (p : ι → ℝ) (S : Finset ι) : ℝ :=
  (∏ i ∈ S, p i) * ∏ i ∈ Sᶜ, (1 - p i)
```

`numberGen p` is $K$, with `S.card` as the particle number.

```lean
/-- The cumulant generating function of the total particle number: the logarithm of the
average of `exp (t N)` over all configurations, for occupations in `[0, 1]`. -/
def numberGen {ι : Type*} [Fintype ι] [DecidableEq ι] (p : ι → ℝ) (t : ℝ) : ℝ :=
  Real.log (∑ S : Finset ι, configWeight p S * Real.exp (t * (S.card : ℝ)))
```

## One orbital and its logistic equation

Positivity is proved by the two cases used above.

```lean
/-- The average of `exp (t n)`, where `n` is the particle number (0 or 1) of one orbital with
occupation `p`, is positive when `0 ≤ p ≤ 1`. -/
theorem average_pos {p : ℝ} (h0 : 0 ≤ p) (h1 : p ≤ 1) (t : ℝ) :
    0 < 1 - p + p * Real.exp t := by
  rcases h1.lt_or_eq with h | h
  · have := mul_nonneg h0 (Real.exp_pos t).le
    linarith
  · rw [h]
    linarith [Real.exp_pos t]
```

`HasDerivAt f a t` says that $f$ has derivative $a$ at $t$. The logarithm's derivative rule needs $D\ne0$, which positivity supplies.

```lean
/-- For `0 ≤ p ≤ 1`, the slope of the one-orbital generating function is the tilted
occupation. -/
theorem hasDerivAt_orbitalGen {p : ℝ} (h0 : 0 ≤ p) (h1 : p ≤ 1) (t : ℝ) :
    HasDerivAt (orbitalGen p) (tiltedOccupation p t) t := by
  have hd : HasDerivAt (fun s => 1 - p + p * Real.exp s) (p * Real.exp t) t :=
    ((Real.hasDerivAt_exp t).const_mul p).const_add (1 - p)
  exact hd.log (average_pos h0 h1 t).ne'
```

Without the bound $p\le1$, the slope formula can fail at some $t$. With $p=2$, $D(t)=2e^t-1$ vanishes at $t=-\log2$, and the logarithm has no derivative there.

In the next proof, `key` is the algebra that turns the quotient rule into $q(1-q)$.

```lean
/-- For `0 ≤ p ≤ 1`, the tilted occupation obeys the logistic equation `q' = q (1 - q)`. -/
theorem hasDerivAt_tiltedOccupation {p : ℝ} (h0 : 0 ≤ p) (h1 : p ≤ 1) (t : ℝ) :
    HasDerivAt (tiltedOccupation p)
      (tiltedOccupation p t * (1 - tiltedOccupation p t)) t := by
  have hn : HasDerivAt (fun s => p * Real.exp s) (p * Real.exp t) t :=
    (Real.hasDerivAt_exp t).const_mul p
  have key : ∀ a D : ℝ, D ≠ 0 → (a * D - a * a) / D ^ 2 = a / D * (1 - a / D) := by
    intro a D hD
    rw [one_sub_div hD, div_mul_div_comm]
    ring
  exact (hn.fun_div (hn.const_add (1 - p)) (average_pos h0 h1 t).ne').congr_deriv
    (key _ _ (average_pos h0 h1 t).ne')
```

## The sum over orbitals

`Finset.prod_add` expands the product of the $D_i$ into the sum over configurations. The logarithm then turns the product into a sum.

```lean
/-- For independent orbitals with occupations in `[0, 1]`, the generating function of the
total particle number is the sum of the one-orbital generating functions. -/
theorem numberGen_eq_sum {ι : Type*} [Fintype ι] [DecidableEq ι] {p : ι → ℝ}
    (h0 : ∀ i, 0 ≤ p i) (h1 : ∀ i, p i ≤ 1) (t : ℝ) :
    numberGen p t = ∑ i, orbitalGen (p i) t := by
  -- expanding the product over orbitals gives the sum over configurations
  have hsum : ∑ S : Finset ι, configWeight p S * Real.exp (t * (S.card : ℝ))
      = ∏ i, (1 - p i + p i * Real.exp t) := by
    rw [Finset.prod_congr rfl (fun i _ => add_comm (1 - p i) (p i * Real.exp t)),
      Finset.prod_add, Finset.powerset_univ]
    refine Finset.sum_congr rfl fun S _ => ?_
    rw [Finset.prod_mul_distrib, Finset.prod_const, ← Real.exp_nat_mul, mul_comm t,
      configWeight, Finset.compl_eq_univ_sdiff]
    ring
  unfold numberGen orbitalGen
  rw [hsum, Real.log_prod]
  exact fun i _ => (average_pos (h0 i) (h1 i) t).ne'
```

The induction starts from the slope formula. Its successor step combines the chain rule with the logistic equation. Lean's `m + 1` is the derivative order, so the induction begins at the first derivative.

```lean
/-- For independent orbitals with occupations in `[0, 1]`, every derivative of order
`m + 1` of the generating function, at any `t`, is the sum of `P_{m+1}` over the tilted
occupations. -/
theorem iteratedDeriv_numberGen {ι : Type*} [Fintype ι] [DecidableEq ι] {p : ι → ℝ}
    (h0 : ∀ i, 0 ≤ p i) (h1 : ∀ i, p i ≤ 1) (m : ℕ) :
    iteratedDeriv (m + 1) (numberGen p)
      = fun t => ∑ i, (cumulantPoly (m + 1)).eval (tiltedOccupation (p i) t) := by
  induction m with
  | zero =>
    rw [zero_add, iteratedDeriv_one, funext (numberGen_eq_sum h0 h1)]
    funext t
    have h : HasDerivAt (fun s => ∑ i, orbitalGen (p i) s)
        (∑ i, tiltedOccupation (p i) t) t :=
      HasDerivAt.fun_sum fun i _ => hasDerivAt_orbitalGen (h0 i) (h1 i) t
    refine h.deriv.trans ?_
    simp only [cumulantPoly, eval_X]
  | succ m ih =>
    rw [iteratedDeriv_succ, ih]
    funext t
    -- chain rule, with the logistic equation for the inner derivative
    have h : HasDerivAt
        (fun s => ∑ i, (cumulantPoly (m + 1)).eval (tiltedOccupation (p i) s))
        (∑ i, (derivative (cumulantPoly (m + 1))).eval (tiltedOccupation (p i) t) *
          (tiltedOccupation (p i) t * (1 - tiltedOccupation (p i) t))) t :=
      HasDerivAt.fun_sum fun i _ =>
        ((cumulantPoly (m + 1)).hasDerivAt (tiltedOccupation (p i) t)).comp t
          (hasDerivAt_tiltedOccupation (h0 i) (h1 i) t)
    refine h.deriv.trans (Finset.sum_congr rfl fun i _ => ?_)
    rw [show cumulantPoly (m + 1 + 1)
      = X * (1 - X) * derivative (cumulantPoly (m + 1)) from rfl]
    simp only [eval_mul, eval_sub, eval_X, eval_one]
    ring
```

Setting $t=0$ gives the cumulants for every `m`, including zero. With no orbitals, both sides are zero.

```lean
/-- For independent orbitals with occupations `p i` in `[0, 1]`, the `m`-th cumulant of the
total particle number is the sum of `P_m (p i)` over the orbitals. -/
theorem total_number_cumulant {ι : Type*} [Fintype ι] [DecidableEq ι] {p : ι → ℝ}
    (h0 : ∀ i, 0 ≤ p i) (h1 : ∀ i, p i ≤ 1) (m : ℕ) :
    iteratedDeriv m (numberGen p) 0 = ∑ i, (cumulantPoly m).eval (p i) := by
  cases m with
  | zero =>
    rw [iteratedDeriv_zero, numberGen_eq_sum h0 h1]
    simp [orbitalGen, cumulantPoly]
  | succ m =>
    rw [iteratedDeriv_numberGen h0 h1]
    simp [tiltedOccupation]
```

The one-orbital formula follows by taking `Unit`, a type with one element, as the set of orbitals.

```lean
/-- For one orbital with occupation `0 ≤ p ≤ 1`, the `m`-th derivative of
`log (1 - p + p exp t)` at `t = 0` is `P_m (p)`. -/
theorem orbital_number_cumulant {p : ℝ} (h0 : 0 ≤ p) (h1 : p ≤ 1) (m : ℕ) :
    iteratedDeriv m (fun t => Real.log (1 - p + p * Real.exp t)) 0
      = (cumulantPoly m).eval p := by
  have h := total_number_cumulant (p := fun _ : Unit => p) (fun _ => h0) (fun _ => h1) m
  have e : numberGen (fun _ : Unit => p) = orbitalGen p := by
    funext t
    rw [numberGen_eq_sum (fun _ => h0) (fun _ => h1)]
    simp
  rw [e] at h
  change iteratedDeriv m (orbitalGen p) 0 = _
  simpa using h
```

For a number-conserving Gaussian state of fermions in finitely many orbitals, these formulas give the number fluctuations directly from the natural occupations. When the filling is correlated they can fail: two orbitals that are both filled or both empty, each with probability $1/2$, have number variance $1$, while $\sum_iP_2(p_i)=1/2$.

## Low orders and particle-hole symmetry

Differentiating $P_2=p(1-p)$ gives $P_2'=1-2p$, hence $P_3=p(1-p)(1-2p)$. Then $P_3'=1-6p(1-p)$ gives $P_4$.

```lean
/-- The second, third and fourth cumulant polynomials in closed form. -/
theorem cumulantPoly_two_three_four (p : ℝ) :
    (cumulantPoly 2).eval p = p * (1 - p) ∧
    (cumulantPoly 3).eval p = p * (1 - p) * (1 - 2 * p) ∧
    (cumulantPoly 4).eval p = p * (1 - p) * (1 - 6 * (p * (1 - p))) := by
  refine ⟨?_, ?_, ?_⟩ <;>
    simp only [cumulantPoly, derivative_mul, derivative_add, derivative_sub, derivative_X,
      derivative_one, derivative_zero, eval_mul, eval_add, eval_sub, eval_X, eval_one,
      eval_zero] <;>
    ring
```

For $m\ge2$, $P_m(1-p)=(-1)^mP_m(p)$. This is clear for $P_2$. Differentiating the relation gives $-P_m'(1-p)=(-1)^mP_m'(p)$, and multiplying by $-p(1-p)$ gives the relation for $m+1$. Lean writes the order as `m + 2`, with the same sign $(-1)^m=(-1)^{m+2}$. It proves the relation between polynomials, where `comp (1 - X)` substitutes $1-p$, and then evaluates at $p$.

```lean
/-- Particle-hole symmetry: from the second order on, exchanging `p` and `1 - p` leaves the
even cumulant polynomials unchanged and reverses the sign of the odd ones. -/
theorem particle_hole (m : ℕ) (p : ℝ) :
    (cumulantPoly (m + 2)).eval (1 - p) = (-1) ^ m * (cumulantPoly (m + 2)).eval p := by
  have key : (cumulantPoly (m + 2)).comp (1 - X)
      = C ((-1 : ℝ) ^ m) * cumulantPoly (m + 2) := by
    induction m with
    | zero =>
      simp only [cumulantPoly, derivative_X, mul_comp, sub_comp, X_comp, one_comp,
        pow_zero, C_1]
      ring
    | succ m ih =>
      -- differentiating the symmetry relation flips its sign
      have hd := congrArg derivative ih
      simp only [derivative_comp, derivative_C_mul, derivative_sub, derivative_one,
        derivative_X] at hd
      rw [show cumulantPoly (m + 1 + 2)
        = X * (1 - X) * derivative (cumulantPoly (m + 2)) from rfl]
      simp only [mul_comp, sub_comp, X_comp, one_comp, pow_succ, C_mul, C_neg, C_1]
      linear_combination (-(X * (1 - X))) * hd
  have h := congrArg (eval p) key
  simp only [eval_comp, eval_sub, eval_one, eval_X, eval_mul, eval_C] at h
  exact h

end

end FermionNumberCumulants
```

```lean
#print axioms FermionNumberCumulants.total_number_cumulant
-- 'FermionNumberCumulants.total_number_cumulant' depends on axioms: [propext, Classical.choice, Quot.sound]
#print axioms FermionNumberCumulants.orbital_number_cumulant
-- 'FermionNumberCumulants.orbital_number_cumulant' depends on axioms: [propext, Classical.choice, Quot.sound]
#print axioms FermionNumberCumulants.cumulantPoly_two_three_four
-- 'FermionNumberCumulants.cumulantPoly_two_three_four' depends on axioms: [propext, Classical.choice, Quot.sound]
#print axioms FermionNumberCumulants.particle_hole
-- 'FermionNumberCumulants.particle_hole' depends on axioms: [propext, Classical.choice, Quot.sound]
```
